# Thickening a layer raises its single-pass absorptance by a larger factor where the absorption coefficient is smaller

For a layer of thickness L and absorption coefficient k, the model takes the single-pass absorptance to be A(k, L) = 1 − exp(−kL), with purely exponential attenuation and no reflection term. The lemma says that if 0 < k < l and 0 < L < M, then A(l, M) A(k, L) < A(k, M) A(l, L). Since these absorptances are positive, this means that going from thickness L to M multiplies the absorptance by a larger factor at coefficient k than at l. The attempt writes the transmitted fraction at thickness M as the one at L raised to the power M/L > 1, then compares two secants of this strictly convex power function, both ending at 1.

The first attempt, which Lean rejects:

```lean
import Mathlib

open Finset

namespace AbsorptanceCross

noncomputable section

/-- Single-pass absorptance of a layer of thickness `L` with absorption coefficient `k`. -/
def absorptance (k L : ℝ) : ℝ := 1 - Real.exp (-(k * L))

/-- Thickening a layer from `L > 0` to `M > L` raises the absorptance by a larger factor where
the positive absorption coefficient is smaller (stated with cross products). -/
theorem absorptance_cross {k l L M : ℝ} (hk : 0 < k) (hkl : k < l) (hL : 0 < L) (hLM : L < M) :
    absorptance l M * absorptance k L < absorptance k M * absorptance l L := by
  -- secants of the strictly convex power function that end at 1
  have sec : ∀ x y t : ℝ, 0 < y → y < x → x < 1 → 1 < t →
      (1 - y ^ t) * (1 - x) < (1 - x ^ t) * (1 - y) := by
    intro x y t hy hyx hx ht
    have hd : 0 < 1 - y := by linarith
    have hne : 1 - y ≠ 0 := hd.ne'
    have ha : 0 < (1 - x) / (1 - y) := div_pos (by linarith) hd
    have hb : 0 < (x - y) / (1 - y) := div_pos (by linarith) hd
    have hab : (1 - x) / (1 - y) + (x - y) / (1 - y) = 1 := by
      rw [← add_div, div_eq_one_iff_eq hne]
      ring
    have comb : (1 - x) / (1 - y) * y + (x - y) / (1 - y) * 1 = x := by
      rw [mul_one, div_mul_eq_mul_div, ← add_div, div_eq_iff hne]
      ring
    have key := (strictConvexOn_rpow ht).2 (Set.mem_Ici.2 hy.le)
      (Set.mem_Ici.2 zero_le_one) (hyx.trans hx).ne ha hb hab
    simp only [smul_eq_mul, comb, Real.one_rpow] at key
    rw [mul_one, div_mul_eq_mul_div, ← add_div, lt_div_iff₀ hd] at key
    nlinarith [key]
  -- thickening by the factor M / L is a power of the transmitted fraction
  have pw : ∀ c : ℝ, Real.exp (-(c * L)) ^ (M / L) = Real.exp (-(c * M)) := by
    intro c
    rw [← Real.exp_mul]
    congr 1
    field_simp
  have h1 : k * L < l * L := mul_lt_mul_of_pos_right hkl hL
  have h2 : 0 < k * L := mul_pos hk hL
  have h := sec (Real.exp (-(k * L))) (Real.exp (-(l * L))) (M / L) (Real.exp_pos _)
    (Real.exp_lt_exp.2 (by linarith)) (Real.exp_lt_one (by linarith))
    ((one_lt_div hL).2 hLM)
  rw [pw, pw] at h
  exact h

end

end AbsorptanceCross
```

Lean reports:

```
Main.lean:44:39: error(lean.unknownIdentifier): Unknown constant `Real.exp_lt_one`
```

Diagnosis. The message says that Lean knows no constant called `Real.exp_lt_one`. The proof uses that name when it applies `sec`, to show that the transmitted fraction `Real.exp (-(k * L))` is below 1. The fault is in the name alone: the inequality is true, because `h2` gives `0 < k * L` and so the exponent is negative.

The repair uses `Real.exp_lt_one_iff`, an equivalence between the exponential being less than 1 and its exponent being negative. Its direction `.2` goes from the negative exponent to the bound that `sec` needs. What is left to prove is `-(k * L) < 0`, which the unchanged `linarith` gets from `h2`.

After these edits no error is left:

```diff
@@ -42,5 +42,5 @@
   have h2 : 0 < k * L := mul_pos hk hL
   have h := sec (Real.exp (-(k * L))) (Real.exp (-(l * L))) (M / L) (Real.exp_pos _)
-    (Real.exp_lt_exp.2 (by linarith)) (Real.exp_lt_one (by linarith))
+    (Real.exp_lt_exp.2 (by linarith)) (Real.exp_lt_one_iff.2 (by linarith))
     ((one_lt_div hL).2 hLM)
   rw [pw, pw] at h
```
